# At T > 0, the first N Matsubara couplings fix the positive weights of phonon modes with known, distinct positive frequencies exactly when there are at most N modes

A fit of phonon weights to a few Matsubara couplings can match every sample, keep every weight positive, and still return the wrong spectrum. With more modes than samples, every strictly positive spectrum has another that fits equally well. This limits the inversion of imaginary-axis electron-phonon data in a model with finitely many modes of known frequency and noise-free samples.

Let m modes have frequencies w_j and weights a_j, where a_j is the contribution of mode j to the static coupling. In units with ħ = k_B = 1,

ν_n = 2πTn

λ(n) = Σ_j a_j w_j² / (w_j² + ν_n²),  n = 0, …, N−1.

In Lean, ν_n is `matsubara T n`, λ(n) is `coupling T w a n`, and the modes are labelled by a finite type `ι`, so m is `Fintype.card ι`. The frequencies are given, not fitted. Uniqueness here puts no bound on how noise in the samples is amplified.

```lean
import Mathlib

open Polynomial

noncomputable section

namespace MatsubaraCouplingInversion

/-- The bosonic Matsubara frequency `2 π T n` at temperature `T` (units with `ħ = k_B = 1`). -/
def matsubara (T : ℝ) (n : ℕ) : ℝ := 2 * Real.pi * T * n

/-- The electron-phonon coupling at the `n`-th Matsubara frequency, for phonon modes of
frequencies `w j` carrying the weights `a j`. -/
def coupling {ι : Type*} [Fintype ι] (T : ℝ) (w a : ι → ℝ) (n : ℕ) : ℝ :=
  ∑ j, a j * (w j ^ 2 / (w j ^ 2 + matsubara T n ^ 2))
```

## Positive and distinct mode frequencies

Positive w_j describe stable modes, and distinctness means that degenerate modes have been merged into one. Suppose weights a and b give the same samples. Put c_j = a_j − b_j, x_j = w_j² and y_n = ν_n². Then

Σ_j c_j x_j / (x_j + y_n) = 0,  n = 0, …, N−1.

Since x_j + y_n > 0, we may multiply by Π_k (y_n + x_k). The polynomial

P(y) = Σ_j c_j x_j Π_{k≠j} (y + x_k)

therefore vanishes at every y_n. Its terms have degree at most m−1, so if m ≤ N and the y_n are distinct, P has too many zeros and is identically zero. At y = −x_j only one term survives:

0 = c_j x_j Π_{k≠j} (x_k − x_j).

Distinctness makes the product nonzero, positivity gives x_j ≠ 0, and so c_j = 0.

If two frequencies coincided, only the sum of their weights would enter the samples. A mode with w_j = 0 would contribute nothing at n ≥ 1.

`coefficients_vanish` follows this argument for any finite set `s` of modes: `hdeg` bounds the degree, `hzero` uses the sample points, and the last part evaluates at −x_j.

```lean
/-- A combination of the functions `x j / (x j + y)` with distinct positive `x j` that vanishes
at `N` distinct points `y ≥ 0` has only zero coefficients, if it has at most `N` terms. -/
theorem coefficients_vanish {ι : Type*} (s : Finset ι) {N : ℕ} (x c : ι → ℝ) (y : ℕ → ℝ)
    (hx : ∀ j, 0 < x j) (hxi : Function.Injective x)
    (hy : ∀ n, 0 ≤ y n) (hyi : Function.Injective y) (hs : s.card ≤ N)
    (h : ∀ n < N, ∑ j ∈ s, c j * (x j / (x j + y n)) = 0) :
    ∀ j ∈ s, c j = 0 := by
  classical
  -- the numerator left after clearing all denominators
  obtain ⟨P, hP⟩ : ∃ P : ℝ[X],
      P = ∑ j ∈ s, C (c j * x j) * ∏ k ∈ s.erase j, (X + C (x k)) := ⟨_, rfl⟩
  have heval : ∀ t : ℝ, P.eval t =
      ∑ j ∈ s, c j * x j * ∏ k ∈ s.erase j, (t + x k) := by
    intro t
    rw [hP]
    simp only [Polynomial.eval_finsetSum, eval_mul, eval_C, eval_prod, eval_add, eval_X]
  have hdeg : P.degree < (N : WithBot ℕ) := by
    rw [← mem_degreeLT, hP]
    refine Submodule.sum_mem _ fun j hj => ?_
    rw [mem_degreeLT]
    have h1 : (∏ k ∈ s.erase j, (X + C (x k))).natDegree ≤ (s.erase j).card := by
      refine (natDegree_prod_le _ _).trans ?_
      simp only [natDegree_X_add_C, Finset.sum_const, smul_eq_mul, mul_one, le_refl]
    have h2 := natDegree_C_mul_le (c j * x j) (∏ k ∈ s.erase j, (X + C (x k)))
    have h3 := Finset.card_erase_lt_of_mem hj
    refine degree_le_natDegree.trans_lt ?_
    exact Nat.cast_lt.2 (by omega)
  -- it vanishes at the `N` sample points, hence identically
  have hzero : P = 0 := by
    refine eq_zero_of_degree_lt_of_eval_index_eq_zero (s := Finset.range N) (v := y)
      (hyi.injOn) (by rw [Finset.card_range]; exact hdeg) ?_
    intro n hn
    have key : P.eval (y n) =
        (∏ k ∈ s, (y n + x k)) * ∑ j ∈ s, c j * (x j / (x j + y n)) := by
      rw [heval, Finset.mul_sum]
      refine Finset.sum_congr rfl fun j hj => ?_
      have hp : (y n + x j) * ∏ k ∈ s.erase j, (y n + x k) = ∏ k ∈ s, (y n + x k) :=
        Finset.mul_prod_erase s (fun k => y n + x k) hj
      have hne : x j + y n ≠ 0 := (add_pos_of_pos_of_nonneg (hx j) (hy n)).ne'
      have hq : (y n + x j) * (x j / (x j + y n)) = x j := by
        rw [add_comm (y n)]
        field_simp
      rw [← hp]
      linear_combination (-(c j * ∏ k ∈ s.erase j, (y n + x k))) * hq
    rw [key, h n (Finset.mem_range.1 hn), mul_zero]
  -- evaluation at `-x j` isolates the coefficient of the term `j`
  intro j hj
  have hj0 := heval (-x j)
  rw [hzero, eval_zero, Finset.sum_eq_single_of_mem j hj] at hj0
  · have hprod : ∏ k ∈ s.erase j, (-x j + x k) ≠ 0 := by
      refine Finset.prod_ne_zero_iff.2 fun k hk h0 => ?_
      exact (Finset.mem_erase.1 hk).1 (hxi (by linarith))
    rcases mul_eq_zero.1 hj0.symm with h1 | h1
    · exact (mul_eq_zero.1 h1).resolve_right (hx j).ne'
    · exact absurd h1 hprod
  · intro i _ hij
    rw [Finset.prod_eq_zero (Finset.mem_erase.2 ⟨hij.symm, hj⟩) (neg_add_cancel (x j)),
      mul_zero]
```

## Nonzero temperature

The condition T > 0 separates the Matsubara frequencies. The derivation needs it for the distinctness of the y_n: equal squares of nonnegative numbers force equal frequencies, and dividing by 2πT gives equal indices. As T → 0 the Matsubara frequencies become dense on the imaginary axis, but the first N of them all tend to 0, and in that limit their samples all repeat the total weight.

```lean
/-- At positive temperature the squares of the Matsubara frequencies with `n ≥ 0` are distinct. -/
theorem matsubara_sq_injective {T : ℝ} (hT : 0 < T) :
    Function.Injective (fun n : ℕ => matsubara T n ^ 2) := by
  intro m n h
  have hpi := Real.pi_pos
  have h1 : 2 * Real.pi * T * (m : ℝ) = 2 * Real.pi * T * (n : ℝ) :=
    (sq_eq_sq₀ (by positivity) (by positivity)).1 h
  have h2 : (m : ℝ) = n := mul_left_cancel₀ (by positivity) h1
  exact_mod_cast h2
```

That total is what the static sample measures at any temperature, because ν_0 = 0 turns each fraction into 1.

```lean
variable {ι : Type*} [Fintype ι]

/-- For positive mode frequencies, the static sample `n = 0` is the sum of all weights. -/
theorem coupling_zero (T : ℝ) (w a : ι → ℝ) (hw : ∀ j, 0 < w j) :
    coupling T w a 0 = ∑ j, a j := by
  refine Finset.sum_congr rfl fun j _ => ?_
  have h : w j ^ 2 ≠ 0 := pow_ne_zero 2 (hw j).ne'
  have h0 : matsubara T 0 = 0 := by simp [matsubara]
  rw [h0, zero_pow two_ne_zero, add_zero, div_self h, mul_one]
```

## No more modes than samples

The condition m ≤ N compares unknowns with data. It enters through the degree of P. Linearity of the coupling turns equal samples for a and b into zero samples for a − b, and `weights_unique` then applies `coefficients_vanish` to all modes. The weights may be real numbers of either sign.

```lean
/-- The coupling responds linearly to a change of the weights. -/
theorem coupling_add_mul (T t : ℝ) (w a c : ι → ℝ) (n : ℕ) :
    coupling T w (fun j => a j + t * c j) n = coupling T w a n + t * coupling T w c n := by
  simp only [coupling, Finset.mul_sum, ← Finset.sum_add_distrib]
  exact Finset.sum_congr rfl fun j _ => by ring

/-- At `T > 0`, with at most `N` modes of known, distinct positive frequencies, the first `N`
Matsubara samples determine the real weights. -/
theorem weights_unique {N : ℕ} {T : ℝ} (hT : 0 < T) (w a b : ι → ℝ)
    (hw : ∀ j, 0 < w j) (hwi : Function.Injective w) (hN : Fintype.card ι ≤ N)
    (h : ∀ n < N, coupling T w a n = coupling T w b n) : a = b := by
  have hz := coefficients_vanish Finset.univ (N := N) (fun j => w j ^ 2)
    (fun j => a j + (-1) * b j) (fun n => matsubara T n ^ 2) (fun j => pow_pos (hw j) 2)
    (fun i j hij => hwi ((sq_eq_sq₀ (hw i).le (hw j).le).1 hij))
    (fun n => sq_nonneg _) (matsubara_sq_injective hT) hN (fun n hn => by
      have h0 : coupling T w (fun j => a j + (-1) * b j) n = 0 := by
        rw [coupling_add_mul, h n hn]; ring
      exact h0)
  funext j
  have hj : a j + (-1) * b j = 0 := hz j (Finset.mem_univ j)
  linarith
```

## Strictly positive weights

Positive weights mean that every mode adds to the coupling. One might hope that this constraint restores uniqueness when m > N, but it does not. N homogeneous linear equations in m unknowns have a nonzero solution c, which leaves all samples unchanged. Set

S = Σ_j |c_j| / a_j,  b_j = a_j + c_j / (1 + S).

Since |c_j| ≤ S a_j, we get b_j ≥ a_j / (1 + S) > 0, while b ≠ a.

The Lean proof takes c from the kernel of the sample matrix `M`. It needs no condition on T or w. Strict positivity of a provides the room to move: for a = 0 and N ≥ 1, positive frequencies would make the static sample of any strictly positive b too large.

```lean
/-- With more than `N` modes, every strictly positive weight vector has a different strictly
positive partner with the same first `N` Matsubara samples. -/
theorem exists_positive_partner {N : ℕ} (T : ℝ) (w a : ι → ℝ) (ha : ∀ j, 0 < a j)
    (hN : N < Fintype.card ι) :
    ∃ b : ι → ℝ, (∀ j, 0 < b j) ∧ b ≠ a ∧ ∀ n < N, coupling T w b n = coupling T w a n := by
  -- more unknowns than samples: some nonzero change `c` of the weights is invisible
  let M : Matrix (Fin N) ι ℝ :=
    Matrix.of fun n j => w j ^ 2 / (w j ^ 2 + matsubara T n ^ 2)
  have hker : LinearMap.ker M.mulVecLin ≠ ⊥ :=
    LinearMap.ker_ne_bot_of_finrank_lt (by simpa using hN)
  obtain ⟨c, hc, hc0⟩ := Submodule.exists_mem_ne_zero_of_ne_bot hker
  have hinv : ∀ n < N, coupling T w c n = 0 := by
    intro n hn
    have h0 : ∑ j, w j ^ 2 / (w j ^ 2 + matsubara T n ^ 2) * c j = 0 :=
      congrFun (LinearMap.mem_ker.1 hc) ⟨n, hn⟩
    rw [coupling, ← h0]
    exact Finset.sum_congr rfl fun j _ => mul_comm _ _
  -- a small enough multiple of `c` keeps all weights positive
  obtain ⟨S, hS0, hS⟩ : ∃ S : ℝ, 0 ≤ S ∧ ∀ j, |c j| ≤ S * a j := by
    have hnn : ∀ j ∈ Finset.univ, 0 ≤ |c j| / a j :=
      fun j _ => div_nonneg (abs_nonneg _) (ha j).le
    refine ⟨∑ j, |c j| / a j, Finset.sum_nonneg hnn, fun j => ?_⟩
    exact (div_le_iff₀ (ha j)).1 (Finset.single_le_sum hnn (Finset.mem_univ j))
  have hS1 : 0 < 1 + S := by linarith
  refine ⟨fun j => a j + (1 + S)⁻¹ * c j, fun j => ?_, fun hab => hc0 ?_, fun n hn => ?_⟩
  · have h1 : a j + (1 + S)⁻¹ * c j = ((1 + S) * a j + c j) / (1 + S) := by
      field_simp
    have h2 : 0 < (1 + S) * a j + c j := by
      linarith [hS j, neg_abs_le (c j), ha j]
    change 0 < a j + (1 + S)⁻¹ * c j
    rw [h1]
    exact div_pos h2 hS1
  · funext j
    have h1 : a j + (1 + S)⁻¹ * c j = a j := congrFun hab j
    have h2 : (1 + S)⁻¹ * c j = 0 := by linarith
    exact (mul_eq_zero.1 h2).resolve_left (inv_ne_zero hS1.ne')
  · rw [coupling_add_mul, hinv n hn, mul_zero, add_zero]
```

Together, the two directions give the equivalence. Its left side says that any strictly positive b with the same samples equals a.

```lean
/-- At `T > 0` and for distinct positive mode frequencies, the first `N` Matsubara samples single
out a strictly positive weight vector among all such vectors exactly when there are at most `N`
modes. -/
theorem positive_weights_determined_iff {N : ℕ} {T : ℝ} (hT : 0 < T) (w a : ι → ℝ)
    (hw : ∀ j, 0 < w j) (hwi : Function.Injective w) (ha : ∀ j, 0 < a j) :
    (∀ b : ι → ℝ, (∀ j, 0 < b j) →
      (∀ n < N, coupling T w b n = coupling T w a n) → b = a) ↔ Fintype.card ι ≤ N := by
  constructor
  · intro h
    by_contra hN
    obtain ⟨b, hb, hne, hs⟩ := exists_positive_partner T w a ha (not_le.1 hN)
    exact hne (h b hb hs)
  · intro hN b _ hs
    exact weights_unique hT w b a hw hwi hN hs
```

## At most one mode too many

For m ≤ N+1, two different weight vectors with equal samples disagree at every mode. If c_i = 0, mode i drops out, at most N modes remain, and `coefficients_vanish` on `Finset.univ.erase i` forces c = 0. With m ≥ N+2, one mode can keep its weight while the others compensate among themselves.

The smallest ambiguous case with data is N = 1, m = 2. The only sample is a_1 + a_2, and the positive partners are

(a_1 + t, a_2 − t),  −a_1 < t < a_2,  t ≠ 0.

Both weights change, as the theorem requires.

```lean
/-- At `T > 0`, with at most `N + 1` modes of distinct positive frequencies, two different weight
vectors with the same first `N` Matsubara samples differ at every single mode. -/
theorem ambiguity_changes_every_weight {N : ℕ} {T : ℝ} (hT : 0 < T) (w a b : ι → ℝ)
    (hw : ∀ j, 0 < w j) (hwi : Function.Injective w) (hN : Fintype.card ι ≤ N + 1)
    (h : ∀ n < N, coupling T w a n = coupling T w b n) (hab : a ≠ b) (i : ι) :
    a i ≠ b i := by
  classical
  intro hi
  have hcard : (Finset.univ.erase i).card ≤ N := by
    rw [Finset.card_erase_of_mem (Finset.mem_univ i), Finset.card_univ]
    omega
  -- a mode with equal weights drops out, and the remaining modes, at most `N`, are determined
  have hz := coefficients_vanish (Finset.univ.erase i) (N := N) (fun j => w j ^ 2)
    (fun j => a j + (-1) * b j) (fun n => matsubara T n ^ 2) (fun j => pow_pos (hw j) 2)
    (fun k j hkj => hwi ((sq_eq_sq₀ (hw k).le (hw j).le).1 hkj))
    (fun n => sq_nonneg _) (matsubara_sq_injective hT) hcard (fun n hn => by
      have h0 : coupling T w (fun j => a j + (-1) * b j) n = 0 := by
        rw [coupling_add_mul, h n hn]; ring
      rw [Finset.sum_erase Finset.univ (by rw [hi]; ring)]
      exact h0)
  apply hab
  funext j
  by_cases hji : j = i
  · rw [hji, hi]
  · have hj : a j + (-1) * b j = 0 :=
      hz j (Finset.mem_erase.2 ⟨hji, Finset.mem_univ j⟩)
    linarith

end MatsubaraCouplingInversion
```

```lean
#print axioms MatsubaraCouplingInversion.coupling_zero
-- 'MatsubaraCouplingInversion.coupling_zero' depends on axioms: [propext, Classical.choice, Quot.sound]
#print axioms MatsubaraCouplingInversion.positive_weights_determined_iff
-- 'MatsubaraCouplingInversion.positive_weights_determined_iff' depends on axioms: [propext, Classical.choice, Quot.sound]
#print axioms MatsubaraCouplingInversion.ambiguity_changes_every_weight
-- 'MatsubaraCouplingInversion.ambiguity_changes_every_weight' depends on axioms: [propext, Classical.choice, Quot.sound]
```
